# Neglecting the three-cumulant can give a two-electron state a negative diagonal three-matrix element

An electronic state is represented here by one real amplitude for each set of occupied spin orbitals, so that its density matrices can be computed as overlaps of annihilated states. The one-, two- and three-matrix are its density matrices for one, two and three particles. The state is $\psi=c[12]+s[34]$, where $[pq]$ is the Slater determinant with orbitals $p$ and $q$ occupied and $c^2+s^2=1$.

```lean
import Mathlib

open Finset

namespace ThreeMatrixReconstruction

noncomputable section

/-- Fock-space vectors on four spin orbitals: one amplitude for each set of occupied orbitals. -/
abbrev Fock (R : Type) := Finset (Fin 4) → R

/-- The fermionic annihilation operator of orbital `p`, with the sign that counts the
occupied orbitals before `p`. -/
def annihilate {R : Type} [CommRing R] (p : Fin 4) (ψ : Fock R) : Fock R :=
  fun S => if p ∈ S then 0 else (-1) ^ (S.filter (fun r => r < p)).card * ψ (insert p S)

/-- The overlap of two Fock vectors as the sum of products of their amplitudes, without complex
conjugation. -/
def overlap {R : Type} [CommRing R] (φ ψ : Fock R) : R := ∑ S, φ S * ψ S

/-- The Slater determinant with orbitals `p < q` occupied. -/
def slater (p q : Fin 4) : Fock ℤ := fun S => if S = {p, q} then 1 else 0

/-- The real superposition `c u + s v` of two vectors with integer amplitudes. -/
def superpose (c s : ℝ) (u v : Fock ℤ) : Fock ℝ := fun S => c * (u S : ℝ) + s * (v S : ℝ)

/-- The two-electron state `c[12] + s[34]`; orbitals 1, 2, 3, 4 carry the indices 0, 1, 2, 3. -/
def pairState (c s : ℝ) : Fock ℝ := superpose c s (slater 0 1) (slater 2 3)

/-- The one-particle density matrix `g(p,q) = ⟨a†_p a_q⟩`. -/
def oneMatrix (ψ : Fock ℝ) (p q : Fin 4) : ℝ := overlap (annihilate p ψ) (annihilate q ψ)

/-- The two-particle density matrix `D(pq,rt) = ⟨a†_p a†_q a_t a_r⟩`. -/
def twoMatrix (ψ : Fock ℝ) (p q r t : Fin 4) : ℝ :=
  overlap (annihilate q (annihilate p ψ)) (annihilate t (annihilate r ψ))

/-- The three-particle density matrix, for two triples of orbitals. -/
def threeMatrix (ψ : Fock ℝ) (p q : Fin 3 → Fin 4) : ℝ :=
  overlap (annihilate (p 2) (annihilate (p 1) (annihilate (p 0) ψ)))
    (annihilate (q 2) (annihilate (q 1) (annihilate (q 0) ψ)))

/-- The two-particle cumulant `L`: the two-matrix minus the antisymmetrised product of `g`
with itself. -/
def cumulant (ψ : Fock ℝ) (p q r t : Fin 4) : ℝ :=
  twoMatrix ψ p q r t - (oneMatrix ψ p r * oneMatrix ψ q t - oneMatrix ψ p t * oneMatrix ψ q r)

/-- The three-matrix rebuilt from `g` and `L` with zero three-cumulant: the determinant of `g`
plus the nine signed products of an element of `g` with an element of `L`. -/
def reconThree (ψ : Fock ℝ) (p q : Fin 3 → Fin 4) : ℝ :=
  Matrix.det (Matrix.of fun i j => oneMatrix ψ (p i) (q j)) +
    ∑ i : Fin 3, ∑ j : Fin 3, (-1) ^ (i.val + j.val) * oneMatrix ψ (p i) (q j) *
      cumulant ψ (p (i.succAbove 0)) (p (i.succAbove 1)) (q (j.succAbove 0)) (q (j.succAbove 1))

/-- The list of orbital occupations `c², c², s², s²`. -/
def occ (c s : ℝ) : Fin 4 → ℝ := ![c ^ 2, c ^ 2, s ^ 2, s ^ 2]

/-- The table of pair occupations: `c²` for the pair 12, `s²` for the pair 34, otherwise zero. -/
def pairOcc (c s : ℝ) : Matrix (Fin 4) (Fin 4) ℝ :=
  !![0, c ^ 2, 0, 0; c ^ 2, 0, 0, 0; 0, 0, 0, s ^ 2; 0, 0, s ^ 2, 0]

/-- Annihilation acts on each component of a superposition separately. -/
theorem annihilate_superpose (c s : ℝ) (u v : Fock ℤ) (p : Fin 4) :
    annihilate p (superpose c s u v) = superpose c s (annihilate p u) (annihilate p v) := by
  funext S
  by_cases h : p ∈ S
  · simp [annihilate, superpose, h]
  · simp only [annihilate, superpose, if_neg h]
    push_cast
    ring

/-- The overlap of two superpositions consists of two direct terms and two interference terms. -/
theorem overlap_superpose (c s : ℝ) (u v u' v' : Fock ℤ) :
    overlap (superpose c s u v) (superpose c s u' v') =
      c ^ 2 * ((overlap u u' : ℤ) : ℝ) + c * s * ((overlap u v' : ℤ) : ℝ) +
        c * s * ((overlap v u' : ℤ) : ℝ) + s ^ 2 * ((overlap v v' : ℤ) : ℝ) := by
  simp only [overlap, superpose, Int.cast_sum, Int.cast_mul, Finset.mul_sum,
    ← Finset.sum_add_distrib]
  exact Finset.sum_congr rfl fun S _ => by ring

/-- The one-matrix of `c[12] + s[34]` is diagonal, with occupations `c², c², s², s²`. -/
theorem oneMatrix_pairState (c s : ℝ) (p q : Fin 4) :
    oneMatrix (pairState c s) p q = if p = q then occ c s p else 0 := by
  -- finite checks on the two Slater determinants
  have h1 : ∀ p q, overlap (annihilate p (slater 0 1)) (annihilate q (slater 0 1)) =
      if p = q then (![1, 1, 0, 0] : Fin 4 → ℤ) p else 0 := by decide +kernel
  have h2 : ∀ p q, overlap (annihilate p (slater 0 1)) (annihilate q (slater 2 3)) = 0 := by
    decide +kernel
  have h3 : ∀ p q, overlap (annihilate p (slater 2 3)) (annihilate q (slater 0 1)) = 0 := by
    decide +kernel
  have h4 : ∀ p q, overlap (annihilate p (slater 2 3)) (annihilate q (slater 2 3)) =
      if p = q then (![0, 0, 1, 1] : Fin 4 → ℤ) p else 0 := by decide +kernel
  simp only [oneMatrix, pairState, annihilate_superpose, overlap_superpose, h1, h2, h3, h4]
  by_cases h : p = q
  · subst h
    fin_cases p <;> simp [occ]
  · simp [h]

/-- The diagonal of the two-matrix of `c[12] + s[34]` is the table of pair occupations. -/
theorem twoMatrix_diag (c s : ℝ) (p q : Fin 4) :
    twoMatrix (pairState c s) p q p q = pairOcc c s p q := by
  have h1 : ∀ p q, overlap (annihilate q (annihilate p (slater 0 1)))
      (annihilate q (annihilate p (slater 0 1))) =
      (![![0, 1, 0, 0], ![1, 0, 0, 0], ![0, 0, 0, 0], ![0, 0, 0, 0]] :
        Fin 4 → Fin 4 → ℤ) p q := by
    decide +kernel
  have h2 : ∀ p q, overlap (annihilate q (annihilate p (slater 0 1)))
      (annihilate q (annihilate p (slater 2 3))) = 0 := by decide +kernel
  have h3 : ∀ p q, overlap (annihilate q (annihilate p (slater 2 3)))
      (annihilate q (annihilate p (slater 0 1))) = 0 := by decide +kernel
  have h4 : ∀ p q, overlap (annihilate q (annihilate p (slater 2 3)))
      (annihilate q (annihilate p (slater 2 3))) =
      (![![0, 0, 0, 0], ![0, 0, 0, 0], ![0, 0, 0, 1], ![0, 0, 1, 0]] :
        Fin 4 → Fin 4 → ℤ) p q := by
    decide +kernel
  simp only [twoMatrix, pairState, annihilate_superpose, overlap_superpose, h1, h2, h3, h4]
  fin_cases p <;> fin_cases q <;> simp [pairOcc]

/-- Every element of the exact three-matrix of `c[12] + s[34]` is zero. -/
theorem threeMatrix_pairState (c s : ℝ) (p q : Fin 3 → Fin 4) :
    threeMatrix (pairState c s) p q = 0 := by
  -- three annihilations destroy either determinant
  have h1 : ∀ i j k S, annihilate k (annihilate j (annihilate i (slater 0 1))) S = 0 := by
    decide +kernel
  have h2 : ∀ i j k S, annihilate k (annihilate j (annihilate i (slater 2 3))) S = 0 := by
    decide +kernel
  simp only [threeMatrix, pairState, annihilate_superpose]
  simp [overlap, superpose, h1, h2]

/-- For three distinct orbitals the reconstructed diagonal element is given by the orbital
occupations and the pair occupations. -/
theorem reconThree_diag (c s : ℝ) {i j k : Fin 4} (hij : i ≠ j) (hik : i ≠ k) (hjk : j ≠ k) :
    reconThree (pairState c s) ![i, j, k] ![i, j, k] =
      occ c s i * occ c s j * occ c s k
        + occ c s i * (pairOcc c s j k - occ c s j * occ c s k)
        + occ c s j * (pairOcc c s i k - occ c s i * occ c s k)
        + occ c s k * (pairOcc c s i j - occ c s i * occ c s j) := by
  have on : ∀ a, oneMatrix (pairState c s) a a = occ c s a := fun a => by
    rw [oneMatrix_pairState, if_pos rfl]
  have off : ∀ a b, a ≠ b → oneMatrix (pairState c s) a b = 0 := fun a b h => by
    rw [oneMatrix_pairState, if_neg h]
  have sg : ∀ n : ℕ, (-1 : ℝ) ^ (n + n) = 1 := fun n => Even.neg_one_pow ⟨n, rfl⟩
  have v0 : ![i, j, k] 0 = i := rfl
  have v1 : ![i, j, k] 1 = j := rfl
  have v2 : ![i, j, k] 2 = k := rfl
  have a0 : (0 : Fin 3).succAbove (0 : Fin 2) = 1 := by decide
  have a1 : (0 : Fin 3).succAbove (1 : Fin 2) = 2 := by decide
  have b0 : (1 : Fin 3).succAbove (0 : Fin 2) = 0 := by decide
  have b1 : (1 : Fin 3).succAbove (1 : Fin 2) = 2 := by decide
  have c0 : (2 : Fin 3).succAbove (0 : Fin 2) = 0 := by decide
  have c1 : (2 : Fin 3).succAbove (1 : Fin 2) = 1 := by decide
  -- only the products with a diagonal element of g survive
  simp only [reconThree, Matrix.det_fin_three, Matrix.of_apply, Fin.sum_univ_three,
    a0, a1, b0, b1, c0, c1, v0, v1, v2, sg, cumulant, on, twoMatrix_diag,
    off i j hij, off j i hij.symm, off i k hik, off k i hik.symm, off j k hjk, off k j hjk.symm]
  ring

/-- For normalised `c[12] + s[34]` the exact (123,123) element is zero and the reconstructed one
is `c² s² (s² - c²)`, which is negative when `c² > s² > 0`. -/
theorem reconstruction_123 (c s : ℝ) (h : c ^ 2 + s ^ 2 = 1) :
    threeMatrix (pairState c s) ![0, 1, 2] ![0, 1, 2] = 0 ∧
    reconThree (pairState c s) ![0, 1, 2] ![0, 1, 2] = c ^ 2 * s ^ 2 * (s ^ 2 - c ^ 2) ∧
    (0 < s ^ 2 → s ^ 2 < c ^ 2 →
      reconThree (pairState c s) ![0, 1, 2] ![0, 1, 2] < 0) := by
  have key : reconThree (pairState c s) ![0, 1, 2] ![0, 1, 2] =
      c ^ 2 * s ^ 2 * (s ^ 2 - c ^ 2) := by
    rw [reconThree_diag c s (by decide) (by decide) (by decide)]
    show c ^ 2 * c ^ 2 * s ^ 2 + c ^ 2 * (0 - c ^ 2 * s ^ 2) + c ^ 2 * (0 - c ^ 2 * s ^ 2)
      + s ^ 2 * (c ^ 2 - c ^ 2 * c ^ 2) = c ^ 2 * s ^ 2 * (s ^ 2 - c ^ 2)
    linear_combination (-(c ^ 2 * s ^ 2)) * h
  refine ⟨threeMatrix_pairState c s _ _, key, fun hs hcs => ?_⟩
  rw [key]
  exact mul_neg_of_pos_of_neg (mul_pos (by linarith) hs) (by linarith)

/-- For normalised `c[12] + s[34]` the reconstructed (134,134) element is
`c² s² (c² - s²)`. -/
theorem reconstruction_134 (c s : ℝ) (h : c ^ 2 + s ^ 2 = 1) :
    reconThree (pairState c s) ![0, 2, 3] ![0, 2, 3] = c ^ 2 * s ^ 2 * (c ^ 2 - s ^ 2) := by
  rw [reconThree_diag c s (by decide) (by decide) (by decide)]
  show c ^ 2 * s ^ 2 * s ^ 2 + c ^ 2 * (s ^ 2 - s ^ 2 * s ^ 2) + s ^ 2 * (0 - c ^ 2 * s ^ 2)
    + s ^ 2 * (0 - c ^ 2 * s ^ 2) = c ^ 2 * s ^ 2 * (c ^ 2 - s ^ 2)
  linear_combination (-(c ^ 2 * s ^ 2)) * h

/-- For normalised `c[12] + s[34]` with nonzero `c` and `s` and unequal weights `c²` and `s²`, the
reconstructed three-matrix has a negative diagonal element. -/
theorem exists_negative_diagonal (c s : ℝ) (h : c ^ 2 + s ^ 2 = 1) (hc : c ≠ 0) (hs : s ≠ 0)
    (hne : c ^ 2 ≠ s ^ 2) :
    ∃ p : Fin 3 → Fin 4, reconThree (pairState c s) p p < 0 := by
  have hc2 : 0 < c ^ 2 := by positivity
  have hs2 : 0 < s ^ 2 := by positivity
  rcases lt_or_gt_of_ne hne with hlt | hgt
  · refine ⟨![0, 2, 3], ?_⟩
    rw [reconstruction_134 c s h]
    exact mul_neg_of_pos_of_neg (mul_pos hc2 hs2) (by linarith)
  · exact ⟨![0, 1, 2], (reconstruction_123 c s h).2.2 hs2 hgt⟩

end

end ThreeMatrixReconstruction
```

```lean
#print axioms ThreeMatrixReconstruction.exists_negative_diagonal
-- 'ThreeMatrixReconstruction.exists_negative_diagonal' depends on axioms: [propext, Classical.choice, Quot.sound]
```

## From occupations to a negative element

Let $a_p$ annihilate an electron in orbital $p$. Then

$$a_1\psi=c|2\rangle,\quad a_2\psi=-c|1\rangle,\quad a_3\psi=s|4\rangle,\quad a_4\psi=-s|3\rangle .$$

These vectors are mutually orthogonal, so the one-matrix $g$ is diagonal, with occupations $n=(c^2,c^2,s^2,s^2)$. Let $P_{pq}$ be the probability that $p$ and $q$ are both occupied. Then $P_{12}=c^2$, $P_{34}=s^2$, and every other pair of distinct orbitals has probability zero. Three annihilations destroy a two-electron state, so the exact three-matrix vanishes.

The two-particle cumulant $L$ is the two-matrix minus the antisymmetrised product of $g$ with itself. Its diagonal elements are $L_{pq,pq}=P_{pq}-n_pn_q$ for $p\ne q$. The three-cumulant is what remains of the three-matrix after the antisymmetrised products of $g$ alone and of $g$ with $L$ are subtracted. Setting it to zero rebuilds the three-matrix from these products. Since $g$ is diagonal, for distinct $i,j,k$ this leaves

$$R_{ijk,ijk}=n_in_jn_k+n_iL_{jk,jk}+n_jL_{ik,ik}+n_kL_{ij,ij}.$$

For orbitals 1, 2 and 3,

$$\begin{aligned}
R_{123,123}&=c^4s^2+2c^2(0-c^2s^2)+s^2(c^2-c^4)\\
&=c^2s^2(1-2c^2)=c^2s^2(s^2-c^2).
\end{aligned}$$

This is negative when $c^2>s^2>0$. For orbitals 1, 3 and 4,

$$\begin{aligned}
R_{134,134}&=c^2s^4+c^2(s^2-s^4)+2s^2(0-c^2s^2)\\
&=c^2s^2(1-2s^2)=c^2s^2(c^2-s^2),
\end{aligned}$$

which has the opposite sign. Whenever both determinants contribute with unequal weights, one of the two elements is negative.

## The state and its matrices in Lean

`Fock R` is the type of amplitude functions, and `pairState c s` is $\psi$. Orbitals 1 to 4 carry the indices 0 to 3, so `![0, 1, 2]` means the triple 123. The sign in `annihilate` counts the occupied orbitals before the one removed.

`oneMatrix`, `twoMatrix` and `threeMatrix` are overlaps without factorial prefactors, and `cumulant` is $L$. `reconThree` is the determinant of $g$ plus nine signed products of $g$ with $L$; this expression is taken as the definition of the reconstruction, not derived from a general cumulant expansion.

`reconstruction_123` states the exact zero, the reconstructed value and the sign condition. `reconstruction_134` gives the second value, and `exists_negative_diagonal` assumes $c^2+s^2=1$, $c\ne0$, $s\ne0$ and $c^2\ne s^2$. The amplitudes are real and the state is this one family on four spin orbitals. At equal weights the formula in `reconThree_diag` gives zero for every diagonal element with three distinct orbitals. No theorem here evaluates the off-diagonal elements of the reconstructed matrix.

## Integer determinants inside a real superposition

The proof turns on `decide +kernel`, which has Lean's kernel evaluate a decidable statement. Equality of integers is decidable, and there are finitely many orbitals and occupation sets, so statements about the two determinants can be checked by evaluation. Equations with arbitrary real $c$ and $s$ cannot be settled this way.

The determinants therefore have integer amplitudes, and `superpose` brings in the real coefficients. `annihilate_superpose` and `overlap_superpose` move $c$ and $s$ outside the finite checks. These checks then give `oneMatrix_pairState`, `twoMatrix_diag` and `threeMatrix_pairState`.

`reconThree_diag` expands the determinant and the nine products, and removes the terms with off-diagonal $g$. In the two explicit formulas, `linear_combination` uses normalisation, as the replacement of $1-2c^2$ by $s^2-c^2$ does above. The final theorem splits on which weight is larger.

## Checking a reconstructed three-matrix in code

A program that closes equations for the two-matrix by neglecting the three-cumulant builds the same kind of products from $g$ and $L$. A diagonal element for three distinct spin orbitals should be the probability that all three are occupied, so a negative value shows that the rebuilt matrix is not positive semidefinite. For this four-orbital model, $c^2=3/4$ gives a simple test value: the reconstructed (123,123) element is $-3/32$ in the normalisation used here, although the input $g$ and $L$ are computed exactly from $\psi$.
